# The quality factor ranks peak $zT$ among materials with the same reduced transport functions

A: Let the reduced Seebeck coefficient $s$, conductivity $F$ and Lorenz number $L$ be continuous on a compact set $K$ of reduced Fermi levels $\eta$, with $F>0$, $L\ge 0$ and $s$ not identically zero. For a quality factor $B>0$, let $Z(B)$ be the maximum over $K$ of

$$zT(B,\eta)=\frac{B\,s^2F}{1+B\,L\,F}.$$

Then $Z(B)$ is strictly increasing and $Z(B)/B$ is nonincreasing.

```lean
import Mathlib

open Set Filter Topology

namespace ThermoelectricQualityFactor

noncomputable section
```

Q: I know $zT=S^2\sigma T/(\kappa_e+\kappa_\ell)$. Where did the temperature and the lattice go?

A: Into $B$, though $T$ also enters $\eta$, the Fermi energy measured from the band edge into the band in units of $k_BT$. Only $S^2$ matters, so write $|S|=(k_B/e)\,|s|$. Write also $\sigma=\sigma_0F$, where $\sigma_0$ is the material's conductivity scale, and $\kappa_e=(k_B/e)^2L\sigma T$. Then divide numerator and denominator by the lattice thermal conductivity $\kappa_\ell$. This gives the formula above with $B=(k_B/e)^2\sigma_0T/\kappa_\ell$. The code starts from the reduced form, with $B$ a real number independent of $\eta$, so at fixed $T$ doping must not change the ratio $\sigma_0/\kappa_\ell$.

```lean
/-- Figure of merit at reduced Fermi level `η` for quality factor `B`, reduced Seebeck
coefficient `s`, reduced conductivity `F` and reduced Lorenz number `L`.
Its domain is `1 + B L F ≠ 0`. -/
def zT (s F L : ℝ → ℝ) (B η : ℝ) : ℝ :=
  B * s η ^ 2 * F η / (1 + B * L η * F η)
```

Q: And the peak? A supremum need not be reached by any doping.

A: `peakZT` is defined as a supremum; that it is attained is proved below.

```lean
/-- Peak figure of merit: the supremum of `zT` over the Fermi levels in `K`. -/
def peakZT (s F L : ℝ → ℝ) (K : Set ℝ) (B : ℝ) : ℝ :=
  sSup (zT s F L B '' K)
```

Q: What is assumed about the material?

A: Only the conditions in `TransportWindow`. Positive $F$ means that the material conducts at every allowed level, and nonnegative $L$ means that electrons contribute no negative heat conductivity. `K` may be an interval or even a single point. No band model or Boltzmann equation is derived here. The ranking theorem compares materials that share $s$, $F$, $L$ and $K$; single parabolic bands with the same power-law scattering exponent, for example, share the three functions.

```lean
/-- Transport functions on a compact set `K` of Fermi levels: all three are continuous,
the conductivity is positive, the Lorenz number is nonnegative, and the Seebeck coefficient
is not identically zero. -/
structure TransportWindow (s F L : ℝ → ℝ) (K : Set ℝ) : Prop where
  compact : IsCompact K
  cont_s : ContinuousOn s K
  cont_F : ContinuousOn F K
  cont_L : ContinuousOn L K
  F_pos : ∀ η ∈ K, 0 < F η
  L_nonneg : ∀ η ∈ K, 0 ≤ L η
  s_ne : ∃ η ∈ K, s η ≠ 0
```

Q: Does anything physical satisfy this?

A: Yes: a nondegenerate parabolic band with acoustic-phonon scattering has $s=2-\eta$, $L=2$ and $F\propto e^\eta$. The file checks these functions on $[-3,0]$. The nondegenerate formulas are accurate only well below the band edge $\eta=0$, so near the upper end of this interval they are a rough model.

```lean
variable {s F L : ℝ → ℝ} {K : Set ℝ} {B B₁ B₂ η η₁ η₂ : ℝ}

/-- The functions `s = 2 - η`, `F = exp η`, `L = 2` on `[-3, 0]` form a transport window. -/
theorem transportWindow_witness :
    TransportWindow (fun η => 2 - η) Real.exp (fun _ => 2) (Icc (-3) 0) where
  compact := isCompact_Icc
  cont_s := by fun_prop
  cont_F := Real.continuous_exp.continuousOn
  cont_L := continuousOn_const
  F_pos := fun η _ => Real.exp_pos η
  L_nonneg := fun _ _ => by norm_num
  s_ne := ⟨0, by norm_num, by norm_num⟩
```

Q: Raising $B$ also raises the electronic term in the denominator. Why does $zT$ still grow?

A: Fix $\eta$ and set $a=s^2F$, $u=LF$. For $0<B_1<B_2$,

$$\frac{B_2a}{1+B_2u}-\frac{B_1a}{1+B_1u}=\frac{(B_2-B_1)\,a}{(1+B_1u)(1+B_2u)},$$

which is positive when $s\ne0$. Lean cross-multiplies with `div_lt_div_iff₀`, and `nlinarith` uses the positive product $(B_2-B_1)a$.

```lean
/-- At a fixed Fermi level with nonzero Seebeck coefficient, positive conductivity and
nonnegative Lorenz number, a larger positive quality factor gives a larger `zT`. -/
theorem zT_lt_zT (hF : 0 < F η) (hL : 0 ≤ L η) (hs : s η ≠ 0)
    (h₁ : 0 < B₁) (h : B₁ < B₂) : zT s F L B₁ η < zT s F L B₂ η := by
  have h₂ : 0 < B₂ := h₁.trans h
  have hp : 0 < s η ^ 2 * F η := by positivity
  have hd₁ : 0 < 1 + B₁ * L η * F η := by positivity
  have hd₂ : 0 < 1 + B₂ * L η * F η := by positivity
  unfold zT
  rw [div_lt_div_iff₀ hd₁ hd₂]
  -- the two sides differ by `(B₂ - B₁) s² F`
  nlinarith [mul_pos (sub_pos.2 h) hp]
```

A: Dividing by $B$ instead leaves $a/(1+Bu)$, whose denominator cannot shrink as $B$ grows. In the proof, `key` is this cancellation.

```lean
/-- At a fixed Fermi level with positive conductivity and nonnegative Lorenz number, `zT`
per unit of quality factor does not increase with the positive quality factor. -/
theorem zT_div_le (hF : 0 < F η) (hL : 0 ≤ L η) (h₁ : 0 < B₁) (h : B₁ ≤ B₂) :
    zT s F L B₂ η / B₂ ≤ zT s F L B₁ η / B₁ := by
  have key : ∀ B : ℝ, 0 < B →
      zT s F L B η / B = s η ^ 2 * F η / (1 + B * L η * F η) := by
    intro B hB
    unfold zT
    rw [div_right_comm, mul_assoc B (s η ^ 2) (F η), mul_div_cancel_left₀ _ hB.ne']
  rw [key B₂ (h₁.trans_le h), key B₁ h₁]
  have hm := mul_le_mul_of_nonneg_right h (mul_nonneg hL hF.le)
  exact div_le_div_of_nonneg_left (by positivity) (by positivity) (by nlinarith)
```

Q: But each material is doped to its own optimum.

A: So we need the optima to exist. The denominator is at least 1, so $zT$ is continuous on the compact, nonempty set $K$ and has a maximum.

```lean
/-- In a transport window with positive quality factor, some Fermi level maximizes `zT`,
and the peak figure of merit is its value there. -/
theorem exists_optimal_level (h : TransportWindow s F L K) (hB : 0 < B) :
    ∃ η ∈ K, IsMaxOn (zT s F L B) K η ∧ peakZT s F L K B = zT s F L B η := by
  have hs := h.cont_s
  have hF := h.cont_F
  have hL := h.cont_L
  have hd : ∀ η ∈ K, 1 + B * L η * F η ≠ 0 := by
    intro η hη
    have := h.F_pos η hη
    have := h.L_nonneg η hη
    positivity
  have hn : ContinuousOn (fun η => B * s η ^ 2 * F η) K := by fun_prop
  have hm : ContinuousOn (fun η => 1 + B * L η * F η) K := by fun_prop
  have hc : ContinuousOn (zT s F L B) K := hn.div hm hd
  obtain ⟨ξ, hξ, _⟩ := h.s_ne
  obtain ⟨η, hη, hmax⟩ := h.compact.exists_isMaxOn ⟨ξ, hξ⟩ hc
  refine ⟨η, hη, hmax, IsGreatest.csSup_eq ⟨mem_image_of_mem _ hη, ?_⟩⟩
  rintro _ ⟨x, hx, rfl⟩
  exact isMaxOn_iff.1 hmax x hx
```

A: Strict growth also needs $s\neq0$ there. Some level has $s\ne0$ and hence $zT>0$, whereas $s=0$ would give $zT=0$, which cannot be the maximum.

```lean
/-- In a transport window with positive quality factor, the Seebeck coefficient does not
vanish at a Fermi level that maximizes `zT`. -/
theorem seebeck_ne_zero_of_optimal (h : TransportWindow s F L K) (hB : 0 < B)
    (hm : IsMaxOn (zT s F L B) K η) : s η ≠ 0 := by
  intro h0
  obtain ⟨ξ, hξ, hsξ⟩ := h.s_ne
  have hF := h.F_pos ξ hξ
  have hL := h.L_nonneg ξ hξ
  have hle := isMaxOn_iff.1 hm ξ hξ
  have hpos : 0 < zT s F L B ξ := by unfold zT; positivity
  have hz : zT s F L B η = 0 := by simp [zT, h0]
  linarith
```

Q: Then compare two different optima.

A: Let $x$ be optimal for $B_1$ and $y$ for $B_2$. Keeping the old level gives

$$Z(B_1)=zT(B_1,x)<zT(B_2,x)\le Z(B_2).$$

Keeping the new one gives

$$\frac{Z(B_2)}{B_2}=\frac{zT(B_2,y)}{B_2}\le\frac{zT(B_1,y)}{B_1}\le\frac{Z(B_1)}{B_1}.$$

The two bullets of the proof are these two chains, with `StrictMonoOn` and `AntitoneOn` restricted to $B>0$ by `Ioi 0`.

```lean
/-- In a transport window, the peak figure of merit is strictly increasing in the positive
quality factor, while its ratio to the quality factor is nonincreasing. -/
theorem quality_factor_ranks (h : TransportWindow s F L K) :
    StrictMonoOn (peakZT s F L K) (Ioi 0) ∧
      AntitoneOn (fun B => peakZT s F L K B / B) (Ioi 0) := by
  constructor
  · intro B₁ h₁ B₂ h₂ hlt
    obtain ⟨x, hx, hmx, ex⟩ := exists_optimal_level h (mem_Ioi.1 h₁)
    obtain ⟨y, _, hmy, ey⟩ := exists_optimal_level h (mem_Ioi.1 h₂)
    -- keep the old optimal level and raise the quality factor
    rw [ex, ey]
    exact (zT_lt_zT (h.F_pos x hx) (h.L_nonneg x hx)
      (seebeck_ne_zero_of_optimal h h₁ hmx) h₁ hlt).trans_le (isMaxOn_iff.1 hmy x hx)
  · intro B₁ h₁ B₂ h₂ hle
    obtain ⟨x, _, hmx, ex⟩ := exists_optimal_level h (mem_Ioi.1 h₁)
    obtain ⟨y, hy, _, ey⟩ := exists_optimal_level h (mem_Ioi.1 h₂)
    -- keep the new optimal level and lower the quality factor
    change peakZT s F L K B₂ / B₂ ≤ peakZT s F L K B₁ / B₁
    rw [ex, ey]
    exact (zT_div_le (h.F_pos y hy) (h.L_nonneg y hy) h₁ hle).trans
      (div_le_div_of_nonneg_right (isMaxOn_iff.1 hmx y hy) (le_of_lt h₁))
```

A: The first chain has a neighbour: at fixed $B$, $s$ and $F$, lowering $L$ pointwise while keeping it nonnegative cannot lower the peak, since the old optimal level already does at least as well.

Q: Does the optimal doping move?

A: When $B$ rises from $B_1$ to $B_2$ with $s$, $F$ and $L$ unchanged, it may stay put, but it never moves to a larger value of $u=LF$. With subscripts for the two optima, optimality says

$$a_2(1+B_1u_1)\le a_1(1+B_1u_2),\qquad a_1(1+B_2u_2)\le a_2(1+B_2u_1).$$

Multiply, cancel $a_1a_2>0$ and expand: $(B_2-B_1)(u_2-u_1)\le0$, so $u_2\le u_1$. Lean reaches the same inequality by contradiction. It orders $LF$, not $\eta$ itself.

```lean
/-- In a transport window, let `η₁` and `η₂` be optimal Fermi levels for positive quality factors
`B₁ < B₂`. Then the reduced electronic thermal conductivity `L F` at `η₂` is no larger than at `η₁`.
-/
theorem optimal_level_shift (h : TransportWindow s F L K) (h₁ : 0 < B₁) (hlt : B₁ < B₂)
    (hη₁ : η₁ ∈ K) (hη₂ : η₂ ∈ K) (hm₁ : IsMaxOn (zT s F L B₁) K η₁)
    (hm₂ : IsMaxOn (zT s F L B₂) K η₂) : L η₂ * F η₂ ≤ L η₁ * F η₁ := by
  have h₂ : 0 < B₂ := h₁.trans hlt
  have hs₁ := seebeck_ne_zero_of_optimal h h₁ hm₁
  have hs₂ := seebeck_ne_zero_of_optimal h h₂ hm₂
  have hF₁ := h.F_pos η₁ hη₁
  have hF₂ := h.F_pos η₂ hη₂
  have hL₁ := h.L_nonneg η₁ hη₁
  have hL₂ := h.L_nonneg η₂ hη₂
  have i₁ := isMaxOn_iff.1 hm₁ η₂ hη₂
  have i₂ := isMaxOn_iff.1 hm₂ η₁ hη₁
  unfold zT at i₁ i₂
  rw [div_le_div_iff₀ (by positivity) (by positivity)] at i₁ i₂
  -- multiply the two optimality conditions
  have hmul := mul_le_mul i₁ i₂ (by positivity) (by positivity)
  by_contra hcon
  have hg : 0 < L η₂ * F η₂ - L η₁ * F η₁ := sub_pos.2 (not_le.1 hcon)
  have hp : 0 < B₁ * B₂ * (s η₁ ^ 2 * F η₁) * (s η₂ ^ 2 * F η₂) := by positivity
  have hpos := mul_pos hp (mul_pos (sub_pos.2 hlt) hg)
  linarith
```

Q: Can $Z$ grow without bound?

A: Not if $L>0$ on $K$. With $c=s^2/L$,

$$zT=c-\frac{c}{1+BLF}\le c.$$

Let $m$ maximise $c$. Then $Z(B)$ lies between $c(m)-c(m)/(1+BL(m)F(m))$ and $c(m)$, and the lower bound tends to $c(m)$. In the proof, `hid` is the identity and `hlow` the limit.

```lean
/-- In a transport window with positive Lorenz number, the peak figure of merit tends to the
supremum of `s² / L` over the window as the quality factor grows without bound. -/
theorem peakZT_saturates (h : TransportWindow s F L K) (hL : ∀ η ∈ K, 0 < L η) :
    Tendsto (peakZT s F L K) atTop (𝓝 (sSup ((fun η => s η ^ 2 / L η) '' K))) := by
  have hid : ∀ B : ℝ, 0 < B → ∀ x ∈ K, zT s F L B x =
      s x ^ 2 / L x - s x ^ 2 / L x / (1 + B * (L x * F x)) := by
    intro B hB x hx
    have hl := hL x hx
    have hf := h.F_pos x hx
    have hd : 1 + B * (L x * F x) ≠ 0 := by positivity
    have hc : s x ^ 2 / L x * L x = s x ^ 2 := div_mul_cancel₀ _ hl.ne'
    have hn : B * s x ^ 2 * F x =
        s x ^ 2 / L x * (1 + B * (L x * F x)) - s x ^ 2 / L x := by
      linear_combination (-(B * F x)) * hc
    unfold zT
    rw [mul_assoc B (L x) (F x), hn, sub_div, mul_div_cancel_right₀ _ hd]
  have hc : ContinuousOn (fun η => s η ^ 2 / L η) K :=
    (h.cont_s.pow 2).div h.cont_L (fun x hx => (hL x hx).ne')
  obtain ⟨ξ, hξ, _⟩ := h.s_ne
  obtain ⟨m, hm, hmax⟩ := h.compact.exists_isMaxOn ⟨ξ, hξ⟩ hc
  have hsup : sSup ((fun η => s η ^ 2 / L η) '' K) = s m ^ 2 / L m := by
    refine IsGreatest.csSup_eq ⟨⟨m, hm, rfl⟩, ?_⟩
    rintro _ ⟨x, hx, rfl⟩
    exact isMaxOn_iff.1 hmax x hx
  rw [hsup]
  -- the level maximizing `s² / L` gives a lower bound with the right limit
  have hden : Tendsto (fun B : ℝ => 1 + B * (L m * F m)) atTop atTop :=
    tendsto_atTop_add_const_left _ 1
      (tendsto_id.atTop_mul_const (mul_pos (hL m hm) (h.F_pos m hm)))
  have hlow : Tendsto (fun B : ℝ => s m ^ 2 / L m - s m ^ 2 / L m / (1 + B * (L m * F m)))
      atTop (𝓝 (s m ^ 2 / L m)) := by
    simpa using tendsto_const_nhds.sub (hden.const_div_atTop (s m ^ 2 / L m))
  refine tendsto_of_tendsto_of_tendsto_of_le_of_le' hlow tendsto_const_nhds ?_ ?_
  · filter_upwards [eventually_gt_atTop (0 : ℝ)] with B hB
    obtain ⟨x, _, hmx, ex⟩ := exists_optimal_level h hB
    rw [ex, ← hid B hB m hm]
    exact isMaxOn_iff.1 hmx m hm
  · filter_upwards [eventually_gt_atTop (0 : ℝ)] with B hB
    obtain ⟨x, hx, _, ex⟩ := exists_optimal_level h hB
    have hl := hL x hx
    have hf := h.F_pos x hx
    have hnn : 0 ≤ s x ^ 2 / L x / (1 + B * (L x * F x)) := by positivity
    have hle : s x ^ 2 / L x ≤ s m ^ 2 / L m := isMaxOn_iff.1 hmax x hx
    rw [ex, hid B hB x hx]
    linarith

end

end ThermoelectricQualityFactor
```

Q: So what may I do with a list of computed $B$ values?

A: Rank candidates by peak $zT$ without optimising each doping, provided that they share the reduced functions and the range of Fermi levels.

```lean
#print axioms ThermoelectricQualityFactor.quality_factor_ranks
-- 'ThermoelectricQualityFactor.quality_factor_ranks' depends on axioms: [propext, Classical.choice, Quot.sound]
#print axioms ThermoelectricQualityFactor.optimal_level_shift
-- 'ThermoelectricQualityFactor.optimal_level_shift' depends on axioms: [propext, Classical.choice, Quot.sound]
#print axioms ThermoelectricQualityFactor.peakZT_saturates
-- 'ThermoelectricQualityFactor.peakZT_saturates' depends on axioms: [propext, Classical.choice, Quot.sound]
```
